# For [x, p] = iħ and r = −x − p, the three variances sum to at least √3 ħ

A wave packet moves in one dimension, and its position, its momentum and the sum of the two are each measured on many copies of the same state. Heisenberg's relation limits how sharp any two of these quantities can be together. How small can all three spreads be at once?

For the sum to make sense, position and momentum must carry the same unit. With a mass m and a reference frequency Ω, multiply the position by √(mΩ) and divide the momentum by √(mΩ). The rescaled operators x and p still satisfy [x, p] = iħ. Put r = −x − p, which has the same variance as x + p. The sign makes the three operators add up to zero and gives each of the pairs (x, p), (p, r) and (r, x) the commutator iħ.

For every unit vector ψ on which the operator products are defined,

Var(x) + Var(p) + Var(r) ≥ √3 ħ.

Adding the three pairwise bounds gives only 3ħ/2. The excess over √3 ħ is known exactly:

Var(x) + Var(p) + Var(r) = √3 ħ + 2 ‖(x − ⟨x⟩)ψ + ω(p − ⟨p⟩)ψ‖², with ω = 1/2 + i√3/2.

Here ω is a fixed complex phase and not a frequency.

## Checking the second moments of a wave packet

A wave-packet code can report Var(x), Var(p) and the symmetrised covariance C, the real part of the inner product of (x − ⟨x⟩)ψ and (p − ⟨p⟩)ψ. Here x and p are the rescaled operators, so a position variance in ordinary units is first multiplied by mΩ and a momentum variance is divided by mΩ, while C is unchanged. The third variance follows from these three numbers:

Var(r) = Var(x) + Var(p) + 2C.

The triple bound is therefore a condition on the same three numbers:

Var(x) + Var(p) + C ≥ (√3/2) ħ.

It can reject input that passes Heisenberg's relation for every pair. Take Var(x) = Var(p) = ħ/2 and C = −ħ/4. Then Var(r) = ħ/2 as well, so every pair of variances has sum ħ and product ħ²/4, and each pair passes Heisenberg's relation. The sum of all three is 3ħ/2, which is below √3 ħ, so no pure state of a canonical pair has these moments. Such input could come from coherent-state widths combined with a covariance taken from elsewhere.

The condition is necessary only: moments that pass it may still belong to no state. Schrödinger's relation Var(x) Var(p) − C² ≥ ħ²/4 uses the same three numbers and is a stronger test, which also rejects this example. The moments must be those of a normalised vector, so a code that works with an unnormalised ψ should normalise it first or divide each expectation value by ‖ψ‖².

## From the commutator to the exact excess

The inner product ⟨a, b⟩ is conjugate-linear in its first argument, and ⟨A⟩ means ⟨ψ, Aψ⟩ with ‖ψ‖ = 1. Write the fluctuation vectors as

u = (x − ⟨x⟩)ψ, v = (p − ⟨p⟩)ψ.

For a symmetric operator A, the squared norm of the fluctuation vector is the usual variance:

‖(A − ⟨A⟩)ψ‖² = ‖Aψ‖² − 2⟨A⟩² + ⟨A⟩² = ⟨A²⟩ − ⟨A⟩².

**The imaginary part of ⟨u, v⟩.** Expanding the inner product gives

⟨u, v⟩ = ⟨xψ, pψ⟩ − ⟨p⟩⟨xψ, ψ⟩ − ⟨x⟩⟨ψ, pψ⟩ + ⟨x⟩⟨p⟩ = ⟨xψ, pψ⟩ − ⟨x⟩⟨p⟩.

The expectation values are real, so only the first term has an imaginary part. By symmetry of x and p,

2i Im⟨xψ, pψ⟩ = ⟨xψ, pψ⟩ − ⟨pψ, xψ⟩ = ⟨ψ, (xp − px)ψ⟩ = iħ.

Hence Im⟨u, v⟩ = ħ/2.

**The pairwise estimate.** For any complex number c,

‖u + cv‖² = ‖u‖² + |c|²‖v‖² + 2 Re(c⟨u, v⟩).

With c = i the last term is −2 Im⟨u, v⟩ = −ħ. The left side is non-negative, so

Var(x) + Var(p) ≥ ħ.

The other two pairs have the same commutator:

[p, r] = −[p, x] = iħ, [r, x] = −[p, x] = iħ.

Each pair of variances therefore sums to at least ħ. Adding the three inequalities counts every variance twice, and halving gives 3ħ/2.

**The triple identity.** The fluctuation vector of r is −u − v, so the sum S of the three variances is

S = ‖u‖² + ‖v‖² + ‖u + v‖² = 2‖u‖² + 2‖v‖² + 2 Re⟨u, v⟩.

The phase satisfies |ω|² = 1/4 + 3/4 = 1, and

Re(ω⟨u, v⟩) = (1/2) Re⟨u, v⟩ − (√3/2) Im⟨u, v⟩.

Setting c = ω in the expansion and doubling it gives

2‖u + ωv‖² = 2‖u‖² + 2‖v‖² + 2 Re⟨u, v⟩ − 2√3 Im⟨u, v⟩ = S − √3 ħ.

The squared norm is non-negative, so S ≥ √3 ħ, with equality exactly when u + ωv = 0. Since 3 > 9/4, √3 is larger than 3/2, and for ħ > 0 the triple bound is strictly stronger than the pairwise estimate.

## The Lean source

```lean
import Mathlib

open scoped InnerProductSpace

/-! The space `E` is a common invariant domain of the operators, for example the Schwartz
functions with the L² inner product, where x multiplies by the coordinate and p is -iħ d/dx.
This instance is not constructed here. -/

namespace TripleUncertainty

noncomputable section

variable {E : Type*} [NormedAddCommGroup E] [InnerProductSpace ℂ E]

/-- Two symmetric operators on a common invariant domain with commutator [x, p] = iħ. -/
structure CanonicalPair (hbar : ℝ) (x p : E →ₗ[ℂ] E) : Prop where
  symm_x : x.IsSymmetric
  symm_p : p.IsSymmetric
  comm : ∀ φ, x (p φ) - p (x φ) = (Complex.I * (hbar : ℂ)) • φ

/-- The real part of ⟨ψ, Aψ⟩, which is the expectation value of a symmetric operator A
in a unit vector ψ. -/
def expect (A : E →ₗ[ℂ] E) (ψ : E) : ℝ := (⟪ψ, A ψ⟫_ℂ).re

/-- The fluctuation vector (A - ⟨A⟩)ψ. -/
def fluct (A : E →ₗ[ℂ] E) (ψ : E) : E := A ψ - (expect A ψ : ℂ) • ψ

/-- The squared norm of the fluctuation vector, which is the variance of a symmetric operator A in a
unit vector ψ. -/
def variance (A : E →ₗ[ℂ] E) (ψ : E) : ℝ := ‖fluct A ψ‖ ^ 2

/-- The phase 1/2 + i√3/2. -/
def omega : ℂ := ⟨1 / 2, √3 / 2⟩

/-- The squared norm of a superposition u + cv is the sum of the two weights and an
interference term. -/
theorem norm_add_smul_sq (u v : E) (c : ℂ) :
    ‖u + c • v‖ ^ 2 = ‖u‖ ^ 2 + ‖c‖ ^ 2 * ‖v‖ ^ 2 + 2 * (c * ⟪u, v⟫_ℂ).re := by
  have h : ‖u + c • v‖ ^ 2 = ‖u‖ ^ 2 + 2 * (⟪u, c • v⟫_ℂ).re + ‖c • v‖ ^ 2 :=
    norm_add_sq (𝕜 := ℂ) u (c • v)
  rw [h, inner_smul_right, norm_smul, mul_pow]
  ring

/-- For a symmetric operator and a unit vector, the variance is ⟨A²⟩ - ⟨A⟩². -/
theorem variance_eq {A : E →ₗ[ℂ] E} (hA : A.IsSymmetric) {ψ : E} (hψ : ‖ψ‖ = 1) :
    variance A ψ = expect (A ∘ₗ A) ψ - expect A ψ ^ 2 := by
  have h0 : ‖A ψ‖ ^ 2 = (⟪A ψ, A ψ⟫_ℂ).re := norm_sq_eq_re_inner (𝕜 := ℂ) (A ψ)
  have h1 : ‖A ψ‖ ^ 2 = expect (A ∘ₗ A) ψ :=
    h0.trans (congrArg Complex.re (hA ψ (A ψ)))
  have h2 : (⟪A ψ, ψ⟫_ℂ).re = expect A ψ := congrArg Complex.re (hA ψ ψ)
  have h3 : fluct A ψ = A ψ + (-(expect A ψ : ℂ)) • ψ := by
    simp only [fluct]
    module
  rw [variance, h3, norm_add_smul_sq, h1, hψ, norm_neg, Complex.norm_real,
    Real.norm_eq_abs, sq_abs]
  simp only [Complex.mul_re, Complex.neg_re, Complex.neg_im, Complex.ofReal_re,
    Complex.ofReal_im, h2]
  ring

/-- If (x, p) is a canonical pair, then so is (p, r) with r = -x - p. -/
theorem CanonicalPair.cyclic {hbar : ℝ} {x p : E →ₗ[ℂ] E} (h : CanonicalPair hbar x p) :
    CanonicalPair hbar p (-x - p) where
  symm_x := h.symm_p
  symm_p := by
    intro u v
    simp only [LinearMap.sub_apply, LinearMap.neg_apply, inner_sub_left, inner_sub_right,
      inner_neg_left, inner_neg_right, h.symm_x u v, h.symm_p u v]
  comm := by
    intro φ
    rw [← h.comm φ]
    simp only [LinearMap.sub_apply, LinearMap.neg_apply, map_sub, map_neg]
    abel

/-- In a unit vector, the inner product of the fluctuation vectors of a canonical pair
has imaginary part ħ/2. -/
theorem im_inner_fluct {hbar : ℝ} {x p : E →ₗ[ℂ] E} (h : CanonicalPair hbar x p)
    {ψ : E} (hψ : ‖ψ‖ = 1) : (⟪fluct x ψ, fluct p ψ⟫_ℂ).im = hbar / 2 := by
  have hn : ⟪ψ, ψ⟫_ℂ = 1 := by
    rw [inner_self_eq_norm_sq_to_K, hψ]
    simp
  -- expectation values of symmetric operators are real
  have real_of_symm : ∀ A : E →ₗ[ℂ] E, A.IsSymmetric → (⟪ψ, A ψ⟫_ℂ).im = 0 := by
    intro A hA
    apply Complex.conj_eq_iff_im.mp
    rw [inner_conj_symm]
    exact hA ψ ψ
  have hp0 := real_of_symm p h.symm_p
  have hx0 : (⟪x ψ, ψ⟫_ℂ).im = 0 := by
    rw [h.symm_x ψ ψ]
    exact real_of_symm x h.symm_x
  -- the commutator fixes the antisymmetric part
  have hc : ⟪x ψ, p ψ⟫_ℂ - ⟪p ψ, x ψ⟫_ℂ = Complex.I * (hbar : ℂ) := by
    rw [h.symm_x ψ (p ψ), h.symm_p ψ (x ψ), ← inner_sub_right, h.comm,
      inner_smul_right, hn, mul_one]
  have hs := congrArg Complex.im (inner_conj_symm (𝕜 := ℂ) (p ψ) (x ψ))
  rw [Complex.conj_im] at hs
  have hi := congrArg Complex.im hc
  simp only [Complex.sub_im, Complex.mul_im, Complex.I_re, Complex.I_im,
    Complex.ofReal_re, Complex.ofReal_im] at hi
  simp only [fluct, inner_sub_left, inner_sub_right, inner_smul_left, inner_smul_right,
    Complex.conj_ofReal, hn, Complex.sub_im, Complex.mul_im,
    Complex.ofReal_re, Complex.ofReal_im, Complex.one_re, Complex.one_im, hx0, hp0]
  linarith

/-- In a unit vector, the variances of a canonical pair add up to at least ħ. -/
theorem pair_bound {hbar : ℝ} {x p : E →ₗ[ℂ] E} (h : CanonicalPair hbar x p)
    {ψ : E} (hψ : ‖ψ‖ = 1) : hbar ≤ variance x ψ + variance p ψ := by
  have h0 := sq_nonneg ‖fluct x ψ + Complex.I • fluct p ψ‖
  rw [norm_add_smul_sq, Complex.norm_I, Complex.mul_re, im_inner_fluct h hψ,
    Complex.I_re, Complex.I_im] at h0
  unfold variance
  linarith

/-- For a canonical pair (x, p) and r = -x - p, the variances of x, p and r in a unit vector add up
to at least 3ħ/2. -/
theorem pairwise_estimate {hbar : ℝ} {x p : E →ₗ[ℂ] E} (h : CanonicalPair hbar x p)
    {ψ : E} (hψ : ‖ψ‖ = 1) :
    3 * hbar / 2 ≤ variance x ψ + variance p ψ + variance (-x - p) ψ := by
  have h3 := h.cyclic.cyclic
  have e : -p - (-x - p) = x := by abel
  rw [e] at h3
  linarith [pair_bound h hψ, pair_bound h.cyclic hψ, pair_bound h3 hψ]

/-- For a canonical pair (x, p) and r = -x - p, the sum of the variances of x, p and r in a unit
vector exceeds √3 ħ by exactly twice the squared norm of (x - ⟨x⟩)ψ + ω(p - ⟨p⟩)ψ, where ω = 1/2 +
i√3/2. -/
theorem variance_sum_eq {hbar : ℝ} {x p : E →ₗ[ℂ] E} (h : CanonicalPair hbar x p)
    {ψ : E} (hψ : ‖ψ‖ = 1) :
    variance x ψ + variance p ψ + variance (-x - p) ψ =
      √3 * hbar + 2 * ‖fluct x ψ + omega • fluct p ψ‖ ^ 2 := by
  -- the fluctuations of x, p and r add up to zero
  have he : expect (-x - p) ψ = -expect x ψ - expect p ψ := by
    simp [expect, inner_neg_right]
  have hr : fluct (-x - p) ψ = -(fluct x ψ + (1 : ℂ) • fluct p ψ) := by
    simp only [fluct, he, LinearMap.sub_apply, LinearMap.neg_apply]
    push_cast
    module
  have hre : omega.re = 1 / 2 := rfl
  have him : omega.im = √3 / 2 := rfl
  have hw : ‖omega‖ ^ 2 = 1 := by
    rw [Complex.sq_norm, Complex.normSq_apply, hre, him]
    nlinarith [Real.sq_sqrt (show (0 : ℝ) ≤ 3 by norm_num)]
  unfold variance
  rw [hr, norm_neg, norm_add_smul_sq, norm_add_smul_sq, hw, norm_one, one_mul,
    Complex.mul_re, hre, him, im_inner_fluct h hψ]
  ring

/-- Triple uncertainty relation: for a canonical pair with ħ > 0 and r = -x - p, the three
variances in a unit vector add up to at least √3 ħ, which is larger than 3ħ/2. -/
theorem triple_uncertainty {hbar : ℝ} (hpos : 0 < hbar) {x p : E →ₗ[ℂ] E}
    (h : CanonicalPair hbar x p) {ψ : E} (hψ : ‖ψ‖ = 1) :
    3 * hbar / 2 < √3 * hbar ∧
      √3 * hbar ≤ variance x ψ + variance p ψ + variance (-x - p) ψ := by
  constructor
  · have h3 : (3 / 2 : ℝ) < √3 := (Real.lt_sqrt (by norm_num)).mpr (by norm_num)
    nlinarith [mul_pos (sub_pos.mpr h3) hpos]
  · rw [variance_sum_eq h hψ]
    linarith [sq_nonneg ‖fluct x ψ + omega • fluct p ψ‖]

/-- For a canonical pair (x, p) and r = -x - p, the variances of x, p and r in a unit vector ψ add
up to √3 ħ exactly when (x - ⟨x⟩)ψ + ω(p - ⟨p⟩)ψ = 0, where ω = 1/2 + i√3/2. -/
theorem triple_equality_iff {hbar : ℝ} {x p : E →ₗ[ℂ] E} (h : CanonicalPair hbar x p)
    {ψ : E} (hψ : ‖ψ‖ = 1) :
    variance x ψ + variance p ψ + variance (-x - p) ψ = √3 * hbar ↔
      fluct x ψ + omega • fluct p ψ = 0 := by
  rw [variance_sum_eq h hψ]
  constructor
  · intro h0
    have h1 : ‖fluct x ψ + omega • fluct p ψ‖ ^ 2 = 0 := by linarith
    exact norm_eq_zero.mp ((pow_eq_zero_iff two_ne_zero).mp h1)
  · intro h0
    rw [h0, norm_zero]
    ring

end

end TripleUncertainty
```

```lean
#print axioms TripleUncertainty.pairwise_estimate
-- 'TripleUncertainty.pairwise_estimate' depends on axioms: [propext, Classical.choice, Quot.sound]
#print axioms TripleUncertainty.variance_sum_eq
-- 'TripleUncertainty.variance_sum_eq' depends on axioms: [propext, Classical.choice, Quot.sound]
#print axioms TripleUncertainty.triple_uncertainty
-- 'TripleUncertainty.triple_uncertainty' depends on axioms: [propext, Classical.choice, Quot.sound]
#print axioms TripleUncertainty.triple_equality_iff
-- 'TripleUncertainty.triple_equality_iff' depends on axioms: [propext, Classical.choice, Quot.sound]
```

## The statements in physical terms

`E` is a complex inner product space that need not be complete. It stands for a common domain that x and p map into itself, such as the Schwartz functions. Operators are linear maps `E →ₗ[ℂ] E` with no boundedness condition, so position and momentum are admitted in their usual unbounded form.

`CanonicalPair hbar x p` collects the physical assumptions: both operators are symmetric, and xp − px acts on every vector of the domain as multiplication by iħ. This commutator is postulated, as in canonical quantisation. The number `hbar` is an arbitrary real parameter, and only `triple_uncertainty` assumes that it is positive. The operator r has no name of its own in the code and appears as `-x - p`.

`expect A ψ` is the real part of ⟨ψ, Aψ⟩, `fluct A ψ` is the fluctuation vector, and `variance A ψ` is its squared norm. These definitions accept any linear map and any vector. They have their textbook meaning for symmetric operators and unit vectors, where `variance_eq` identifies the variance with ⟨A²⟩ − ⟨A⟩².

Four theorems carry the results, all for a unit vector:

- `pairwise_estimate` gives the bound 3ħ/2.
- `variance_sum_eq` is the exact identity.
- `triple_uncertainty` states two things for ħ > 0: 3ħ/2 is strictly less than √3 ħ, and √3 ħ bounds the sum from below.
- `triple_equality_iff` says that the bound is attained exactly when u + ωv = 0.

## The lemmas behind the identity

`norm_add_smul_sq` is the expansion of ‖u + cv‖². It is used with c = i for a pair, with c = 1 for the fluctuation of r, with c = ω for the excess, and with c = −⟨A⟩ in `variance_eq`.

`im_inner_fluct` proves Im⟨u, v⟩ = ħ/2. Its local statement `real_of_symm` shows that expectation values of symmetric operators are real. The step `hc` moves the operators across the inner product and inserts the commutator, and `hs` uses conjugate symmetry to relate the imaginary parts of ⟨xψ, pψ⟩ and ⟨pψ, xψ⟩. After the fluctuation vectors are expanded, `linarith` solves the remaining linear equations.

`CanonicalPair.cyclic` passes from (x, p) to (p, r), checking both the symmetry of r and the commutator. Applied twice, it yields the pair (r, −p − r), and `pairwise_estimate` rewrites −p − r as x. The three instances of `pair_bound` are then added.

In `variance_sum_eq`, `he` and `hr` establish that the fluctuation of r is −(u + v), and `hw` establishes |ω|² = 1. The rewriting step expands both norms and inserts ħ/2 for the imaginary part, after which `ring` confirms the identity. The lower bound in `triple_uncertainty` and the criterion in `triple_equality_iff` follow from it: a squared norm is non-negative, and it vanishes only for the zero vector. The comparison of 3ħ/2 with √3 ħ is proved separately, from 3/2 < √3.

## Grids, truncated bases and other limits

The step left to the reader is to show that multiplication by the coordinate and −iħ d/dx, acting on the Schwartz functions, form a `CanonicalPair`. This is a standard calculation with the product rule and integration by parts, but the source contains no such instance.

The matrices in a simulation are a different matter. The trace of a commutator of n × n matrices is zero, while the trace of iħ times the identity is iħn. For ħ > 0 and n ≥ 1, no pair of matrices satisfies the assumed relation, so the theorems apply to the continuum operators that a grid or a truncated oscillator basis approximates. A computed sum slightly below √3 ħ may therefore reflect the discretisation and not a programming error.

The derivation above suggests a sharper check for Hermitian matrices, because it uses the commutator only through its expectation value in ψ. Replacing ħ by the real number

κ = −i⟨ψ, (xp − px)ψ⟩

leaves the algebra intact, and the sum of the variances equals √3 κ + 2‖u + ωv‖². A code can evaluate both sides and compare them up to rounding. This matrix version rests on the derivation here and has no theorem in the source.

The theorems concern a single vector ψ, hence pure states, and mixed states would need a further argument. The equality criterion also leaves open whether a given domain contains a unit vector that attains the bound. Among the Schwartz functions there are such vectors, for example the normalised Gaussian proportional to exp(−(√3 + i)x²/(4ħ)), where x now denotes the rescaled coordinate. Inserting it into u + ωv = 0 confirms this by hand, and the source has no theorem for it.
